# Sharp bounds on a Lorentzian-broadened density with nonnegative weights under a change of half-width

A density of states computed from a finite set of levels is a row of spikes. To draw it as a smooth curve, one can replace each spike by a Lorentzian. The half-width is often changed afterwards, to smooth the curve or to resolve a peak. How much can the plotted value at a given energy move?

Let the levels be \(e_i\), with weights \(w_i\ge 0\), and define
\[
L_\eta(x)=\frac{\eta}{\pi(x^2+\eta^2)},\qquad D_\eta(E)=\sum_i w_i\,L_\eta(E-e_i).
\]
For \(0<a\le b\) and every real \(E\),
\[
\frac ab\,D_a(E)\le D_b(E)\le \frac ba\,D_a(E),
\]
and neither constant can be improved over all such spectra and energies. Doubling the half-width therefore at most doubles or halves a local density of states built from finitely many fixed levels.

## Comparing two Lorentzians level by level

For a single level at detuning \(x\), a common denominator gives
\[
L_b-\frac ab L_a=\frac{b^2(x^2+a^2)-a^2(x^2+b^2)}{\pi b(x^2+a^2)(x^2+b^2)}=\frac{x^2(b^2-a^2)}{\pi b(x^2+a^2)(x^2+b^2)},
\]
\[
\frac ba L_a-L_b=\frac b\pi\left(\frac1{x^2+a^2}-\frac1{x^2+b^2}\right)=\frac{b(b^2-a^2)}{\pi(x^2+a^2)(x^2+b^2)}.
\]
Both are nonnegative. Multiplying by \(w_i\) and summing gives the bounds.

If \(a<b\), the first gap vanishes only at \(x=0\), so the lower bound is an equality exactly when every level of nonzero weight lies at \(E\). The second gap never vanishes, so one positive weight makes the upper bound strict.

## Peak and tail fix the constants

A single level of unit weight, probed at its own energy, has \(D_\eta=1/(\pi\eta)\). If \(c\,D_a\le D_b\) always holds, then \(c/(\pi a)\le 1/(\pi b)\), so \(c\le a/b\).

For the upper constant, go far above the spectrum:
\[
E^2L_\eta(E-e_i)=\frac{\eta/\pi}{(1-e_i/E)^2+(\eta/E)^2}\longrightarrow\frac\eta\pi .
\]
Hence \(E^2D_\eta(E)\to(\eta/\pi)\sum_i w_i\). If the total weight is positive, \(D_b/D_a\to b/a\), and any \(C\) with \(D_b\le C\,D_a\) at all energies satisfies \(C\ge b/a\).

The same level-by-level comparison applies to normalised Gaussians of standard deviations \(a<b\). The ratio of the wider to the narrower is \((a/b)\exp\!\big[\tfrac{x^2}{2}(a^{-2}-b^{-2})\big]\), so the lower constant is again \(a/b\), but no finite upper constant exists.

## The bounds in a plotting script

Suppose a script evaluates \(D_\eta\) as defined above, without cutting off the Lorentzian tails, on an energy grid from arrays of levels and weights. If the weights are nonnegative, then after a change of `eta` the pointwise ratio of new to old values must lie between \(a/b\) and \(b/a\), up to rounding, wherever the old value is nonzero. For such weights, a ratio outside that range shows that something besides the width has changed, such as a prefactor or the weights.

## The development in Lean

```lean
import Mathlib

open Filter Topology
open scoped Real

namespace BroadeningWidth

noncomputable section
```

Energies and widths are real numbers in one common unit.

```lean
/-- The normalised Lorentzian line shape of half-width `η` at detuning `x`. -/
def lorentzian (η x : ℝ) : ℝ := η / (π * (x ^ 2 + η ^ 2))
```

The parameter `η` is the half-width at half-maximum, and the line has unit area for `η > 0`.

```lean
/-- The Lorentzian-broadened density at energy `E` of levels `e i` with weights `w i`. -/
def broadenedDensity {ι : Type*} [Fintype ι] (η : ℝ) (e w : ι → ℝ) (E : ℝ) : ℝ :=
  ∑ i, w i * lorentzian η (E - e i)
```

The levels are indexed by any finite type `ι`, possibly empty. Degenerate levels are allowed, and the weights are unrestricted until a theorem assumes `0 ≤ w i`.

```lean
/-- The exact gap between a Lorentzian of half-width `b` and `a / b` times the one of
half-width `a`. -/
theorem lorentzian_lower_gap {a b : ℝ} (ha : 0 < a) (hb : 0 < b) (x : ℝ) :
    lorentzian b x - a / b * lorentzian a x =
      x ^ 2 * (b ^ 2 - a ^ 2) / (π * b * (x ^ 2 + a ^ 2) * (x ^ 2 + b ^ 2)) := by
  have h1 : x ^ 2 + a ^ 2 ≠ 0 := by positivity
  have h2 : x ^ 2 + b ^ 2 ≠ 0 := by positivity
  have h3 : π ≠ 0 := Real.pi_ne_zero
  unfold lorentzian
  field_simp
  ring

/-- The exact gap between `b / a` times a Lorentzian of half-width `a` and the one of
half-width `b`. -/
theorem lorentzian_upper_gap {a b : ℝ} (ha : 0 < a) (hb : 0 < b) (x : ℝ) :
    b / a * lorentzian a x - lorentzian b x =
      b * (b ^ 2 - a ^ 2) / (π * (x ^ 2 + a ^ 2) * (x ^ 2 + b ^ 2)) := by
  have h1 : x ^ 2 + a ^ 2 ≠ 0 := by positivity
  have h2 : x ^ 2 + b ^ 2 ≠ 0 := by positivity
  have h3 : π ≠ 0 := Real.pi_ne_zero
  unfold lorentzian
  field_simp
  ring
```

These are the two gap identities. `field_simp` clears the denominators and `ring` checks the numerators.

```lean
/-- For nonnegative weights, changing the half-width from `a > 0` to `b ≥ a` multiplies the
broadened density at any energy by a factor between `a / b` and `b / a`. -/
theorem density_bounds {ι : Type*} [Fintype ι] {a b : ℝ} (ha : 0 < a) (hab : a ≤ b)
    (e w : ι → ℝ) (hw : ∀ i, 0 ≤ w i) (E : ℝ) :
    a / b * broadenedDensity a e w E ≤ broadenedDensity b e w E ∧
      broadenedDensity b e w E ≤ b / a * broadenedDensity a e w E := by
  have hb : 0 < b := lt_of_lt_of_le ha hab
  have hc : 0 ≤ b ^ 2 - a ^ 2 := by nlinarith
  unfold broadenedDensity
  rw [Finset.mul_sum, Finset.mul_sum]
  -- both inequalities hold level by level
  constructor
  · refine Finset.sum_le_sum fun i _ => ?_
    have h : 0 ≤ lorentzian b (E - e i) - a / b * lorentzian a (E - e i) := by
      rw [lorentzian_lower_gap ha hb]
      exact div_nonneg (mul_nonneg (sq_nonneg _) hc) (by positivity)
    linarith [mul_nonneg (hw i) h]
  · refine Finset.sum_le_sum fun i _ => ?_
    have h : 0 ≤ b / a * lorentzian a (E - e i) - lorentzian b (E - e i) := by
      rw [lorentzian_upper_gap ha hb]
      exact div_nonneg (mul_nonneg hb.le hc) (by positivity)
    linarith [mul_nonneg (hw i) h]
```

`Finset.sum_le_sum` reduces each bound to one level, where the gap identity supplies the sign.

```lean
/-- For `0 < a < b` and nonnegative weights, the lower bound is an equality at `E` exactly when
every level of nonzero weight lies at `E`. -/
theorem lower_bound_eq_iff {ι : Type*} [Fintype ι] {a b : ℝ} (ha : 0 < a) (hab : a < b)
    (e w : ι → ℝ) (hw : ∀ i, 0 ≤ w i) (E : ℝ) :
    broadenedDensity b e w E = a / b * broadenedDensity a e w E ↔
      ∀ i, w i = 0 ∨ e i = E := by
  have hb : 0 < b := ha.trans hab
  have hc : 0 < b ^ 2 - a ^ 2 := by nlinarith
  -- the total gap is a sum of nonnegative contributions
  have key : broadenedDensity b e w E - a / b * broadenedDensity a e w E =
      ∑ i, w i * ((E - e i) ^ 2 * (b ^ 2 - a ^ 2) /
        (π * b * ((E - e i) ^ 2 + a ^ 2) * ((E - e i) ^ 2 + b ^ 2))) := by
    unfold broadenedDensity
    rw [Finset.mul_sum, ← Finset.sum_sub_distrib]
    refine Finset.sum_congr rfl fun i _ => ?_
    rw [← lorentzian_lower_gap ha hb (E - e i)]
    ring
  rw [← sub_eq_zero, key, Finset.sum_eq_zero_iff_of_nonneg (fun i _ =>
    mul_nonneg (hw i) (div_nonneg (mul_nonneg (sq_nonneg _) hc.le) (by positivity)))]
  constructor
  · intro h i
    rcases mul_eq_zero.mp (h i (Finset.mem_univ i)) with h0 | h0
    · exact Or.inl h0
    · right
      rcases div_eq_zero_iff.mp h0 with h1 | h1
      · rcases mul_eq_zero.mp h1 with h2 | h2
        · have h3 : E - e i = 0 := (pow_eq_zero_iff two_ne_zero).mp h2
          linarith
        · exact absurd h2 hc.ne'
      · exact absurd h1 (by positivity)
  · intro h i _
    rcases h i with h0 | h0 <;> simp [h0]
```

The total gap is written as a sum of nonnegative terms, which is zero only if each term is. Since `b ^ 2 - a ^ 2` is positive, either the weight or the detuning must vanish.

```lean
/-- For `0 < a < b` and nonnegative weights, the upper bound is strict at every energy once some
level has positive weight. -/
theorem upper_bound_strict {ι : Type*} [Fintype ι] {a b : ℝ} (ha : 0 < a) (hab : a < b)
    (e w : ι → ℝ) (hw : ∀ i, 0 ≤ w i) (hpos : ∃ i, 0 < w i) (E : ℝ) :
    broadenedDensity b e w E < b / a * broadenedDensity a e w E := by
  have hb : 0 < b := ha.trans hab
  have hc : 0 < b ^ 2 - a ^ 2 := by nlinarith
  have h : ∀ i, 0 < b / a * lorentzian a (E - e i) - lorentzian b (E - e i) := by
    intro i
    rw [lorentzian_upper_gap ha hb]
    exact div_pos (mul_pos hb hc) (by positivity)
  obtain ⟨j, hj⟩ := hpos
  unfold broadenedDensity
  rw [Finset.mul_sum]
  refine Finset.sum_lt_sum (fun i _ => ?_) ⟨j, Finset.mem_univ j, ?_⟩
  · linarith [mul_nonneg (hw i) (h i).le]
  · linarith [mul_pos hj (h j)]
```

One strictly positive term suffices for `Finset.sum_lt_sum`.

```lean
/-- Far above the spectrum, `E ^ 2` times the broadened density tends to `η / π` times the total
weight. -/
theorem density_tail {ι : Type*} [Fintype ι] (η : ℝ) (e w : ι → ℝ) :
    Tendsto (fun E => E ^ 2 * broadenedDensity η e w E) atTop (𝓝 (η / π * ∑ i, w i)) := by
  have level : ∀ i, Tendsto (fun E : ℝ => E ^ 2 * (w i * lorentzian η (E - e i))) atTop
      (𝓝 (η / π * w i)) := by
    intro i
    have h1 : Tendsto (fun E : ℝ => e i / E) atTop (𝓝 0) :=
      tendsto_const_nhds.div_atTop tendsto_id
    have h2 : Tendsto (fun E : ℝ => η / E) atTop (𝓝 0) :=
      tendsto_const_nhds.div_atTop tendsto_id
    have h3 : Tendsto (fun E : ℝ => η / π * w i / ((1 - e i / E) ^ 2 + (η / E) ^ 2)) atTop
        (𝓝 (η / π * w i / ((1 - 0) ^ 2 + 0 ^ 2))) :=
      tendsto_const_nhds.div (((tendsto_const_nhds.sub h1).pow 2).add (h2.pow 2)) (by norm_num)
    have h4 : η / π * w i / ((1 - 0) ^ 2 + 0 ^ 2) = η / π * w i := by norm_num
    rw [h4] at h3
    refine h3.congr' ?_
    filter_upwards [eventually_gt_atTop (0 : ℝ)] with E hE
    -- pull the factor `E ^ 2` out of the denominator
    have h5 : E * (e i / E) = e i := by field_simp
    have h6 : E * (η / E) = η := by field_simp
    have h7 : (E - e i) ^ 2 + η ^ 2 = E ^ 2 * ((1 - e i / E) ^ 2 + (η / E) ^ 2) := by
      calc (E - e i) ^ 2 + η ^ 2 = (E - E * (e i / E)) ^ 2 + (E * (η / E)) ^ 2 := by
            rw [h5, h6]
        _ = _ := by ring
    have h8 : E ^ 2 * (E ^ 2)⁻¹ = 1 := mul_inv_cancel₀ (by positivity)
    unfold lorentzian
    rw [h7]
    generalize (1 - e i / E) ^ 2 + (η / E) ^ 2 = X
    simp only [div_eq_mul_inv, mul_inv] at h8 ⊢
    linear_combination (-(η * π⁻¹ * w i * X⁻¹)) * h8
  have h := tendsto_finsetSum Finset.univ (fun i _ => level i)
  simpa only [broadenedDensity, Finset.mul_sum] using h
```

For each level, \(E^2\) is factored out of the denominator as above, and the finitely many limits are then added. No sign condition on the weights is needed.

```lean
/-- For a spectrum of nonzero total weight, the density of half-width `a` is nonzero at all high
enough energies, and the ratio of the densities of half-widths `b` and `a` tends to `b / a`. -/
theorem density_ratio_tail {ι : Type*} [Fintype ι] {a : ℝ} (ha : 0 < a) (b : ℝ)
    (e w : ι → ℝ) (hW : ∑ i, w i ≠ 0) :
    (∀ᶠ E in atTop, broadenedDensity a e w E ≠ 0) ∧
      Tendsto (fun E => broadenedDensity b e w E / broadenedDensity a e w E) atTop
        (𝓝 (b / a)) := by
  have hne : a / π * ∑ i, w i ≠ 0 := mul_ne_zero (div_ne_zero ha.ne' Real.pi_ne_zero) hW
  constructor
  · filter_upwards [(density_tail a e w).eventually_ne hne] with E hE
    exact right_ne_zero_of_mul hE
  · have h := (density_tail b e w).div (density_tail a e w) hne
    have hv : b / π * (∑ i, w i) / (a / π * ∑ i, w i) = b / a := by
      have hp : π ≠ 0 := Real.pi_ne_zero
      field_simp
    rw [hv] at h
    refine h.congr' ?_
    filter_upwards [eventually_gt_atTop (0 : ℝ)] with E hE
    exact mul_div_mul_left _ _ (by positivity)
```

The first conclusion says that the denominator is eventually nonzero, so the limit concerns a genuine ratio. The factors \(E^2\) cancel in the quotient of the two tails.

```lean
/-- For any fixed spectrum with nonnegative weights and positive total weight, a constant that
bounds the density of half-width `b` by that of half-width `a` at all energies is at least
`b / a`. -/
theorem upper_constant_optimal {ι : Type*} [Fintype ι] {a b : ℝ} (ha : 0 < a)
    (e w : ι → ℝ) (hw : ∀ i, 0 ≤ w i) (hW : 0 < ∑ i, w i) {C : ℝ}
    (hC : ∀ E, broadenedDensity b e w E ≤ C * broadenedDensity a e w E) : b / a ≤ C := by
  obtain ⟨hne, hlim⟩ := density_ratio_tail ha b e w hW.ne'
  refine le_of_tendsto hlim ?_
  filter_upwards [hne] with E hE
  have h0 : 0 ≤ broadenedDensity a e w E := by
    unfold broadenedDensity lorentzian
    exact Finset.sum_nonneg fun i _ => mul_nonneg (hw i) (by positivity)
  exact (div_le_iff₀ (lt_of_le_of_ne h0 hE.symm)).mpr (hC E)
```

The ratio is eventually at most `C`, and `le_of_tendsto` passes this to the limit. The upper constant is thus optimal even for one fixed spectrum of positive total weight.

```lean
/-- Over all finite spectra with nonnegative weights and all energies, `a / b` is the greatest
constant in the lower bound and `b / a` the least constant in the upper bound on the density of
half-width `b` by that of half-width `a ≤ b`. -/
theorem broadening_width_comparison {a b : ℝ} (ha : 0 < a) (hab : a ≤ b) :
    IsGreatest {c : ℝ | ∀ (n : ℕ) (e w : Fin n → ℝ), (∀ i, 0 ≤ w i) → ∀ E,
      c * broadenedDensity a e w E ≤ broadenedDensity b e w E} (a / b) ∧
    IsLeast {C : ℝ | ∀ (n : ℕ) (e w : Fin n → ℝ), (∀ i, 0 ≤ w i) → ∀ E,
      broadenedDensity b e w E ≤ C * broadenedDensity a e w E} (b / a) := by
  have hb : 0 < b := lt_of_lt_of_le ha hab
  have hp : 0 < π := Real.pi_pos
  refine ⟨⟨fun n e w hw E => (density_bounds ha hab e w hw E).1, fun c hc => ?_⟩,
    ⟨fun n e w hw E => (density_bounds ha hab e w hw E).2, fun C hC => ?_⟩⟩
  · -- a single level, probed at its own energy
    have peak : ∀ η : ℝ, 0 < η →
        broadenedDensity η (fun _ : Fin 1 => 0) (fun _ => 1) 0 = 1 / (π * η) := by
      intro η hη
      simp only [broadenedDensity, lorentzian, Finset.univ_unique, Finset.sum_singleton,
        sub_self, one_mul, ne_eq, OfNat.ofNat_ne_zero, not_false_eq_true, zero_pow, zero_add]
      field_simp
    have h := hc 1 (fun _ => 0) (fun _ => 1) (fun _ => zero_le_one) 0
    rw [peak a ha, peak b hb] at h
    calc c = c * (1 / (π * a)) * (π * a) := by field_simp
      _ ≤ 1 / (π * b) * (π * a) := mul_le_mul_of_nonneg_right h (by positivity)
      _ = a / b := by field_simp
  · -- a single level, probed far out in its tail
    exact upper_constant_optimal ha (fun _ : Fin 1 => 0) (fun _ => 1) (fun _ => zero_le_one)
      (by simp) (hC 1 (fun _ => 0) (fun _ => 1) (fun _ => zero_le_one))

end

end BroadeningWidth
```

`IsGreatest` says that `a / b` belongs to the set of valid lower constants and that no member exceeds it; `IsLeast` is the mirror statement for `b / a`. The sets quantify over every number of levels `n`, all nonnegative weights and all energies. Membership is `density_bounds`; optimality uses a single level at zero energy, probed at its peak and in its tail. Continuous spectra, weights of mixed sign and level-dependent widths are not covered.

```lean
#print axioms BroadeningWidth.density_bounds
#print axioms BroadeningWidth.lower_bound_eq_iff
#print axioms BroadeningWidth.upper_bound_strict
#print axioms BroadeningWidth.broadening_width_comparison
```

```
'BroadeningWidth.density_bounds' depends on axioms: [propext, Classical.choice, Quot.sound]
'BroadeningWidth.lower_bound_eq_iff' depends on axioms: [propext, Classical.choice, Quot.sound]
'BroadeningWidth.upper_bound_strict' depends on axioms: [propext, Classical.choice, Quot.sound]
'BroadeningWidth.broadening_width_comparison' depends on axioms: [propext, Classical.choice, Quot.sound]
```
